# For positive semidefinite static screening, the one-electron COHSEX self-screening error is at most half the average on-site screening

Q: I have one electron on a few sites and a static matrix \(W^c = W - v\), the screened interaction minus the bare one. Before computing the COHSEX level shift, I average the diagonal of \(-W^c\) over the electron's site probabilities, halve it, and take the result as a limit on the spurious shift. What entitles me to do that?

A: A two-sided bound, provided that \(X = -W^c\) is real and positive semidefinite. Let \(\varphi\) be the normalized orbital, \(n_r = |\varphi_r|^2\), and

\[ S = \sum_r n_r X_{rr}, \qquad D = n^T X n - \tfrac12 S. \]

Then \(-S/2 \le D \le S/2\). For an isolated single electron, exchange already cancels the Hartree term and no other charge is there to respond, so the correlation part should contribute nothing to the occupied level. If \(W^c\) comes from that electron's own polarizability, whatever \(D\) it does contribute is error.

Q: Anyone can define a \(D\) and bound it. Where is the self-energy?

A: It is defined first, on a finite set of sites `ι`.

```lean
import Mathlib

open Matrix

namespace CohsexSelfScreening

noncomputable section

variable {ι : Type*} [Fintype ι]

/-- The static COHSEX correlation self-energy of one electron in the orbital `φ`:
screened exchange with `Wc`, plus the local Coulomb hole `Wc r r / 2`. -/
def selfEnergy [DecidableEq ι] (Wc : Matrix ι ι ℝ) (φ : ι → ℂ) : Matrix ι ι ℂ :=
  Matrix.of fun r s =>
    -(φ r * star (φ s)) * (Wc r s : ℂ) + if r = s then (Wc r r : ℂ) / 2 else 0
```

The first term is screened exchange, \(-\varphi_r\varphi_s^* W^c_{rs}\). The second is the Coulomb hole, \(\tfrac12 W^c_{rr}\) on the diagonal. The orbital is complex and `Wc` is a real matrix. Next come \(S\) and \(D\), as functions of any real `X` and `n`.

```lean
/-- The on-site screening `S = ∑ n_r X_rr`, averaged over the site probabilities. -/
def onsiteScreening (X : Matrix ι ι ℝ) (n : ι → ℝ) : ℝ := ∑ r, n r * X r r

/-- The self-screening error `D = nᵀ X n - S / 2`. -/
def selfScreeningError (X : Matrix ι ι ℝ) (n : ι → ℝ) : ℝ :=
  n ⬝ᵥ (X *ᵥ n) - 1 / 2 * onsiteScreening X n
```

Q: And the link between the two?

A: Take the expectation value:

\[ \sum_{rs}\varphi_r^*\left[-\varphi_r\varphi_s^*W^c_{rs} + \tfrac12\delta_{rs}W^c_{rr}\right]\varphi_s = -\sum_{rs} n_r W^c_{rs} n_s + \tfrac12\sum_r n_r W^c_{rr}. \]

With \(X=-W^c\) the right side is \(D\). The theorem states this as an equality of complex numbers, so the expectation value is real. The product `⬝ᵥ` does not conjugate, which is why `star φ` is written out.

```lean
/-- The expectation value of the COHSEX correlation self-energy in the orbital `φ` is
the self-screening error for `X = -Wc` and `n_r = |φ_r|²`. -/
theorem expectation_selfEnergy [DecidableEq ι] (Wc : Matrix ι ι ℝ) (φ : ι → ℂ) :
    star φ ⬝ᵥ (selfEnergy Wc φ *ᵥ φ) =
      (selfScreeningError (-Wc) (fun r => ‖φ r‖ ^ 2) : ℂ) := by
  have hq : ∀ r, star (φ r) * φ r = (‖φ r‖ : ℂ) ^ 2 := by
    intro r
    rw [Complex.star_def, mul_comm, Complex.mul_conj, Complex.normSq_eq_norm_sq]
    push_cast
    rfl
  -- one row of the expectation value: exchange and Coulomb hole
  have row : ∀ r, star (φ r) * ∑ s, selfEnergy Wc φ r s * φ s =
      -((‖φ r‖ : ℂ) ^ 2 * ∑ s, (Wc r s : ℂ) * (‖φ s‖ : ℂ) ^ 2)
        + 1 / 2 * ((‖φ r‖ : ℂ) ^ 2 * (Wc r r : ℂ)) := by
    intro r
    have entry : ∀ s, selfEnergy Wc φ r s * φ s =
        -(φ r) * ((Wc r s : ℂ) * (‖φ s‖ : ℂ) ^ 2)
          + if r = s then (Wc r r : ℂ) / 2 * φ s else 0 := by
      intro s
      rw [← hq s]
      simp only [selfEnergy, Matrix.of_apply]
      split_ifs <;> ring
    simp only [entry, Finset.sum_add_distrib, Finset.sum_ite_eq, Finset.mem_univ,
      if_true, ← Finset.mul_sum]
    linear_combination
      (-(∑ s, (Wc r s : ℂ) * (‖φ s‖ : ℂ) ^ 2) + (Wc r r : ℂ) / 2) * hq r
  simp only [selfScreeningError, onsiteScreening, dotProduct, Matrix.mulVec,
    Pi.star_apply, row, Matrix.neg_apply]
  push_cast
  rw [Finset.mul_sum, ← Finset.sum_sub_distrib]
  refine Finset.sum_congr rfl fun r _ => ?_
  simp only [neg_mul, Finset.sum_neg_distrib]
  ring
```

Here `hq` is \(\varphi_r^*\varphi_r = |\varphi_r|^2\). The step `entry` splits one summand into exchange and hole, and `row` sums over \(s\), where only \(s=r\) survives in the hole term. The closing lines add up the rows and change the sign from `Wc` to `X`.

Q: Fine, \(D\) is the right number. Why should \(X\) be positive semidefinite?

A: A static test charge \(q\) changes its energy by \(-\tfrac12 q^TXq\) when the medium polarizes. The hypothesis says that polarization never raises this energy, as one expects of a stable medium. It is assumed here, not derived from a response function. The test charge that matters is \(+1\) on site \(r\) and \(-1\) on site \(s\):

\[ q^TXq = X_{rr} - X_{rs} - X_{sr} + X_{ss} = X_{rr}+X_{ss}-2X_{rs}. \]

```lean
/-- For symmetric `X`, a unit charge on site `r` and an opposite one on site `s` have
the quadratic form `X_rr + X_ss - 2 X_rs`. -/
theorem pair_quadratic [DecidableEq ι] {X : Matrix ι ι ℝ} (hX : X.IsHermitian) (r s : ι) :
    (Pi.single r 1 - Pi.single s 1 : ι → ℝ) ⬝ᵥ (X *ᵥ (Pi.single r 1 - Pi.single s 1)) =
      X r r + X s s - 2 * X r s := by
  have hs : X s r = X r s := by simpa using hX.apply r s
  simp only [Matrix.mulVec_sub, sub_dotProduct, dotProduct_sub, single_one_dotProduct,
    Matrix.mulVec_single_one, Matrix.col_apply]
  linarith
```

In Lean, `Pi.single r 1` is the unit charge on \(r\), and `IsHermitian` for a real matrix means symmetric. The proof expands the product and uses `hs`, which is \(X_{sr}=X_{rs}\).

Q: My electron is not a dipole. How does that charge enter?

A: Through normalization. Since \(\sum_s n_s = 1\), we can write \(S=\sum_{rs}n_rn_sX_{rr}\), and exchanging the labels gives \(S=\sum_{rs}n_rn_sX_{ss}\). Averaging the two forms,

\[ \tfrac12 S - D = S - n^TXn = \tfrac12\sum_{rs} n_r n_s\,(X_{rr}+X_{ss}-2X_{rs}). \]

```lean
/-- For real `n` with sum one, `S / 2` minus the error is half the sum of
`n_r n_s (X_rr + X_ss - 2 X_rs)` over all ordered pairs of sites. -/
theorem upper_gap (X : Matrix ι ι ℝ) {n : ι → ℝ} (h1 : ∑ r, n r = 1) :
    onsiteScreening X n / 2 - selfScreeningError X n =
      1 / 2 * ∑ r, ∑ s, n r * n s * (X r r + X s s - 2 * X r s) := by
  have ha : ∑ r, ∑ s, n r * n s * X r r = ∑ r, n r * X r r := by
    refine Finset.sum_congr rfl fun r _ => ?_
    calc ∑ s, n r * n s * X r r = n r * X r r * ∑ s, n s := by
          rw [Finset.mul_sum]
          exact Finset.sum_congr rfl fun s _ => by ring
      _ = n r * X r r := by rw [h1, mul_one]
  have hb : ∑ r, ∑ s, n r * n s * X s s = ∑ r, n r * X r r := by
    rw [Finset.sum_comm, ← ha]
    exact Finset.sum_congr rfl fun r _ => Finset.sum_congr rfl fun s _ => by ring
  have hc : n ⬝ᵥ (X *ᵥ n) = ∑ r, ∑ s, n r * n s * X r s := by
    simp only [dotProduct, Matrix.mulVec, Finset.mul_sum]
    exact Finset.sum_congr rfl fun r _ => Finset.sum_congr rfl fun s _ => by ring
  have hd : ∑ r, ∑ s, n r * n s * (X r r + X s s - 2 * X r s) =
      ∑ r, ∑ s, n r * n s * X r r + ∑ r, ∑ s, n r * n s * X s s
        - 2 * ∑ r, ∑ s, n r * n s * X r s := by
    simp only [Finset.mul_sum, ← Finset.sum_add_distrib, ← Finset.sum_sub_distrib]
    exact Finset.sum_congr rfl fun r _ => Finset.sum_congr rfl fun s _ => by ring
  rw [hd, ha, hb, ← hc]
  unfold selfScreeningError onsiteScreening
  ring
```

The two forms of \(S\) are `ha` and `hb`. The quadratic form is written as a double sum in `hc`, and `hd` splits the pair sum into its three parts. This identity needs neither positivity nor symmetry.

Q: So the upper bound holds because every pair term is nonnegative.

A: Yes, and the equality case follows too. A sum of nonnegative terms vanishes only if each term does. When \(n_r\) and \(n_s\) are both positive, that requires \(X_{rr}+X_{ss}=2X_{rs}\). Conversely, if this holds for all occupied pairs, the remaining terms contain a zero probability and the gap is zero. The lower bound is shorter: \(D+\tfrac12 S=n^TXn\ge 0\).

```lean
/-- For site probabilities `n` and positive semidefinite `X`, the self-screening error
lies between `-S / 2` and `S / 2`. It equals `S / 2` exactly when
`X_rr + X_ss = 2 X_rs` for all pairs of occupied sites. -/
theorem selfScreeningError_bounds {X : Matrix ι ι ℝ} (hX : X.PosSemidef) {n : ι → ℝ}
    (h0 : ∀ r, 0 ≤ n r) (h1 : ∑ r, n r = 1) :
    -(onsiteScreening X n / 2) ≤ selfScreeningError X n ∧
    selfScreeningError X n ≤ onsiteScreening X n / 2 ∧
    (selfScreeningError X n = onsiteScreening X n / 2 ↔
      ∀ r s, 0 < n r → 0 < n s → X r r + X s s = 2 * X r s) := by
  classical
  have gap := upper_gap X h1
  -- every pair contributes a nonnegative amount to the gap
  have ht : ∀ r s, 0 ≤ n r * n s * (X r r + X s s - 2 * X r s) := by
    intro r s
    have h := hX.dotProduct_mulVec_nonneg (Pi.single r 1 - Pi.single s 1)
    rw [star_trivial, pair_quadratic hX.isHermitian] at h
    exact mul_nonneg (mul_nonneg (h0 r) (h0 s)) h
  have hrow : ∀ r ∈ Finset.univ,
      0 ≤ ∑ s, n r * n s * (X r r + X s s - 2 * X r s) :=
    fun r _ => Finset.sum_nonneg fun s _ => ht r s
  refine ⟨?_, ?_, ?_, ?_⟩
  · have h := hX.dotProduct_mulVec_nonneg n
    rw [star_trivial] at h
    unfold selfScreeningError
    linarith
  · have h := Finset.sum_nonneg hrow
    linarith
  · -- a vanishing sum of nonnegative terms vanishes term by term
    intro h r s hr hs
    have hsum : ∑ r, ∑ s, n r * n s * (X r r + X s s - 2 * X r s) = 0 := by linarith
    have hr0 := (Finset.sum_eq_zero_iff_of_nonneg hrow).1 hsum r (Finset.mem_univ r)
    have hcol : ∀ s ∈ Finset.univ, 0 ≤ n r * n s * (X r r + X s s - 2 * X r s) :=
      fun s _ => ht r s
    have hs0 := (Finset.sum_eq_zero_iff_of_nonneg hcol).1 hr0 s (Finset.mem_univ s)
    have h3 := (mul_eq_zero.1 hs0).resolve_left (mul_pos hr hs).ne'
    linarith
  · intro hE
    have hsum : ∑ r, ∑ s, n r * n s * (X r r + X s s - 2 * X r s) = 0 := by
      refine Finset.sum_eq_zero fun r _ => Finset.sum_eq_zero fun s _ => ?_
      rcases (h0 r).eq_or_lt with hr | hr
      · rw [← hr]; ring
      rcases (h0 s).eq_or_lt with hs | hs
      · rw [← hs]; ring
      linear_combination (n r * n s) * hE r s hr hs
    linarith
```

The hypotheses `h0` and `h1` make `n` a probability distribution, and `PosSemidef` includes symmetry. The conclusion has three parts: lower bound, upper bound, and the condition for equality in the upper one. In the proof, `ht` is the nonnegativity of a pair term. The lemma `Finset.sum_eq_zero_iff_of_nonneg` is applied twice, first to the rows and then within a row. For the converse, the case distinction separates empty sites from occupied ones.

Q: What if my matrix fails the hypothesis, say through a poor fit, but is still symmetric with positive entries?

A: Symmetry and positive entries are not enough. Take two sites with

\[ X=\begin{pmatrix}1&2\\2&1\end{pmatrix},\qquad n=\left(\tfrac12,\tfrac12\right). \]

Then \(n^TXn=\tfrac32\) and \(S=1\), so \(D=1\), twice the supposed limit \(S/2=\tfrac12\). The opposite charges \((1,-1)\) have \(q^TXq=-2\), which is the violation.

Q: When is the lower limit reached?

A: When \(n^TXn=0\). Write \(X=B^TB\), which is possible for a positive semidefinite matrix. Then \(|Bn|^2=0\), so \(Bn=0\) and \(Xn=0\); the reverse direction is immediate. Physically, the electron's whole charge density induces no potential on any site.

```lean
/-- For positive semidefinite `X`, the error equals `-S / 2` exactly when `X`
annihilates the density `n`. -/
theorem lower_bound_iff {X : Matrix ι ι ℝ} (hX : X.PosSemidef) (n : ι → ℝ) :
    selfScreeningError X n = -(onsiteScreening X n / 2) ↔ X *ᵥ n = 0 := by
  have h := hX.dotProduct_mulVec_zero_iff n
  rw [star_trivial] at h
  rw [← h]
  unfold selfScreeningError
  constructor <;> intro h' <;> linarith
```

This statement holds for any real vector `n`, normalized or not. Mathlib's `dotProduct_mulVec_zero_iff` supplies the step from a vanishing quadratic form to \(Xn=0\), and the rest is linear arithmetic.

Q: And the upper limit? I would guess a localized electron.

A: For a given \(X\), a localized electron does reach it. If \(n_r=1\), every other probability is zero, the only occupied pair is \((r,r)\), and \(X_{rr}+X_{rr}=2X_{rr}\). The limit itself can be zero, though. An electron confined to one site has no density response on these sites, so if \(W^c\) comes from its own polarizability alone, then \(X=0\) and both \(S\) and \(D\) vanish.

```lean
/-- An electron found on one site `r` with certainty has the error `S / 2`, for
positive semidefinite `X`. -/
theorem localized_error {X : Matrix ι ι ℝ} (hX : X.PosSemidef) {n : ι → ℝ}
    (h0 : ∀ r, 0 ≤ n r) (h1 : ∑ r, n r = 1) {r : ι} (hr : n r = 1) :
    selfScreeningError X n = onsiteScreening X n / 2 := by
  classical
  -- no other site is occupied
  have only : ∀ s, 0 < n s → s = r := by
    intro s hs
    by_contra hsr
    have hsplit := Finset.add_sum_erase Finset.univ n (Finset.mem_univ r)
    have hle : n s ≤ ∑ x ∈ Finset.univ.erase r, n x :=
      Finset.single_le_sum (fun i _ => h0 i)
        (Finset.mem_erase.2 ⟨hsr, Finset.mem_univ s⟩)
    linarith
  refine (selfScreeningError_bounds hX h0 h1).2.2.2 fun a b ha hb => ?_
  rw [only a ha, only b hb]
  ring
```

The step `only` shows that a second occupied site would push the total probability above one. The equality condition of the main theorem then does the rest.

Q: Can I turn that around and read localization off the error?

A: Not from positive semidefiniteness alone. If all entries of \(X\) equal the same \(x>0\), then \(S=x\) and \(D=x/2\) for every distribution \(n\), however spread out. Moving charge between sites then costs or gains no polarization energy. If \(X\) is positive definite, the inference is valid. For \(r\ne s\) the charge \(q\) is nonzero, so \(X_{rr}+X_{ss}-2X_{rs}>0\), and equality in the bound rules out two occupied sites. Normalization leaves one site with probability one. Screening by the isolated electron alone never meets this stronger hypothesis: a constant potential induces no charge, so the density response \(\chi\) is singular, and so is \(X=-v\chi v\). A surrounding medium can make \(X\) positive definite, but then \(D\) is no longer purely an error.

```lean
/-- For positive definite `X` and site probabilities `n`, the error equals `S / 2`
exactly when the electron is on a single site with certainty. -/
theorem upper_bound_iff_localized {X : Matrix ι ι ℝ} (hX : X.PosDef) {n : ι → ℝ}
    (h0 : ∀ r, 0 ≤ n r) (h1 : ∑ r, n r = 1) :
    selfScreeningError X n = onsiteScreening X n / 2 ↔ ∃ r, n r = 1 := by
  classical
  constructor
  · intro h
    have hE := (selfScreeningError_bounds hX.posSemidef h0 h1).2.2.1 h
    obtain ⟨r, hr⟩ : ∃ r, 0 < n r := by
      by_contra hno
      push Not at hno
      have hle : ∑ r, n r ≤ 0 := Finset.sum_nonpos fun r _ => hno r
      linarith
    refine ⟨r, ?_⟩
    rw [← h1]
    symm
    refine Finset.sum_eq_single r (fun s _ hsr => ?_)
      (fun hmem => absurd (Finset.mem_univ r) hmem)
    by_contra hs
    have hspos : 0 < n s := lt_of_le_of_ne (h0 s) (Ne.symm hs)
    -- a second occupied site would cost a strictly positive pair term
    have hne : (Pi.single r 1 - Pi.single s 1 : ι → ℝ) ≠ 0 := by
      intro hz
      have hzr := congrFun hz r
      simp [Ne.symm hsr] at hzr
    have hpos := hX.dotProduct_mulVec_pos hne
    rw [star_trivial, pair_quadratic hX.posSemidef.isHermitian] at hpos
    linarith [hE r s hr hspos]
  · rintro ⟨r, hr⟩
    exact localized_error hX.posSemidef h0 h1 hr

end

end CohsexSelfScreening
```

The forward direction first finds an occupied site `r`, since the probabilities cannot all vanish. It then supposes a second one, `s`. The step `hne` says that the test charge is nonzero, `hpos` gives its strictly positive quadratic form, and this contradicts the equality condition `hE`. The other direction is `localized_error`.

```lean
#print axioms CohsexSelfScreening.expectation_selfEnergy
-- 'CohsexSelfScreening.expectation_selfEnergy' depends on axioms: [propext, Classical.choice, Quot.sound]
#print axioms CohsexSelfScreening.selfScreeningError_bounds
-- 'CohsexSelfScreening.selfScreeningError_bounds' depends on axioms: [propext, Classical.choice, Quot.sound]
#print axioms CohsexSelfScreening.lower_bound_iff
-- 'CohsexSelfScreening.lower_bound_iff' depends on axioms: [propext, Classical.choice, Quot.sound]
#print axioms CohsexSelfScreening.upper_bound_iff_localized
-- 'CohsexSelfScreening.upper_bound_iff_localized' depends on axioms: [propext, Classical.choice, Quot.sound]
```

Q: Then what may I conclude about a real GW calculation?

A: For one electron on finitely many sites with static, real, density-density screening and positive semidefinite \(-W^c\), you get a limit on the spurious COHSEX correlation shift from the diagonal of \(W^c\) and the site probabilities. The shift is an expectation value in a given orbital, so any relaxation of the orbital under the self-energy comes on top. The matrix `Wc` is also an input, and the theorems do not require it to come from the polarizability of that same electron. If it describes a surrounding medium instead, the bound still holds for the shift, but the shift is then not purely spurious, because the polarization of the medium really moves the level. Frequency dependence and exchange with further electrons do not enter the model.

Q: So my estimate stands, once I have checked the eigenvalues of \(-W^c\).

A: Yes. If \(W^c\) is symmetric and none of those eigenvalues is negative, the bound applies to your normalized orbital.
